# On a finite connected graph, D + A is singular exactly when the graph is bipartite

Let $D$ be the diagonal matrix of vertex degrees of a finite connected simple graph and $A$ its adjacency matrix. Then

$$\det(D+A)=0 \iff \text{the graph is bipartite},$$

and in the bipartite case the real null vectors of $D+A$ are exactly the real multiples of the alternating mode, which is $+1$ on one sublattice and $-1$ on the other. If the graph is not connected, $D+A$ is singular exactly when at least one of its connected components is bipartite.

## A particle that prefers alternating signs

Consider one particle on a grid of sites joined by bonds. With unit spacing, unit prefactor and free (zero-flux) edges, the discretised kinetic energy is the grid Laplacian $D-A$, whose energy is lowest when neighbouring amplitudes agree. Reversing the sign of the hopping gives $D+A$, which favours neighbouring amplitudes of equal size and opposite sign. On a square this preference can be met on every bond. On a triangle it cannot: after two sign changes the third bond joins equal signs, and the grid is frustrated. The question is whether a state of energy zero exists. On a connected grid the answer depends only on whether the signs can alternate on every bond.

The grid is a `SimpleGraph` called `G` on a finite type `V` of sites. Bonds are therefore undirected, there is at most one between two sites, and no site is bonded to itself. The sites may have different numbers of neighbours.

```lean
import Mathlib

open Matrix

namespace AlternatingMode

variable {V : Type*} [Fintype V] [DecidableEq V] (G : SimpleGraph V) [DecidableRel G.Adj]
```

The operator is a real matrix indexed by sites,

$$(D+A)_{vw}=\begin{cases}\deg v & v=w,\\ 1 & v,w \text{ neighbours},\\ 0 & \text{otherwise.}\end{cases}$$

Its Lean name `flippedHopping` refers to the whole operator, including the diagonal; in graph theory the same matrix is called the signless Laplacian. All bonds have hopping strength 1, and the site energy equals the number of neighbours. Zero energy is measured with that site energy included.

```lean
/-- The grid operator `D + A`: the graph Laplacian `D - A` with the sign of the hopping
term reversed. -/
noncomputable def flippedHopping : Matrix V V ℝ := G.degMatrix ℝ + G.adjMatrix ℝ
```

A two-colouring $C$ gives each site a label 0 or 1 such that neighbours have different labels. The two colour classes are the sublattices, and the alternating mode is

$$s_v=(-1)^{C(v)}.$$

It is not normalised: its squared norm is the number of sites $N$, so on a nonempty grid the normalised state has amplitudes $\pm1/\sqrt N$. In Lean, `G.Coloring (Fin 2)` is the type of such colourings. One colour may go unused, as it must on a grid with a single site.

```lean
/-- The alternating mode of a two-coloured grid: amplitude `+1` on the sublattice of
colour `0` and `-1` on the sublattice of colour `1`. -/
noncomputable def alternatingMode {G : SimpleGraph V} (C : G.Coloring (Fin 2)) : V → ℝ :=
  fun v => (-1) ^ (C v : ℕ)
```

## The energy as a sum over bonds

Let $x$ be a real vector with amplitude $x_v$ at site $v$, and write $w\sim v$ when $w$ is a neighbour of $v$. The diagonal contributes $x_v$ once for each neighbour, and the hopping contributes the neighbouring amplitudes:

$$((D+A)x)_v=\deg(v)\,x_v+\sum_{w\sim v}x_w=\sum_{w\sim v}(x_v+x_w).$$

The Lean proof evaluates the two matrix products separately and identifies the degree with the number of elements of `G.neighborFinset v`, the finite set of neighbours.

```lean
/-- At each site the operator adds up, over all neighbours, the sum of the amplitudes at
the two ends of the bond. -/
theorem flippedHopping_apply (x : V → ℝ) (v : V) :
    (flippedHopping G *ᵥ x) v = ∑ w ∈ G.neighborFinset v, (x v + x w) := by
  rw [flippedHopping, Matrix.add_mulVec, Pi.add_apply, SimpleGraph.degMatrix_mulVec_apply,
    SimpleGraph.adjMatrix_mulVec_apply, Finset.sum_add_distrib, Finset.sum_const,
    SimpleGraph.card_neighborFinset_eq_degree, nsmul_eq_mul]
```

Multiply by $x_v$ and sum over sites:

$$x^{\mathsf T}(D+A)x=\sum_v\sum_{w\sim v}x_v(x_v+x_w).$$

Every bond appears twice in this double sum, once from each end. Exchanging the names of the ends therefore gives the same number with $x_w$ as the prefactor:

$$x^{\mathsf T}(D+A)x=\sum_v\sum_{w\sim v}x_w(x_v+x_w).$$

Adding the two expressions yields

$$2\,x^{\mathsf T}(D+A)x=\sum_v\sum_{w\sim v}(x_v+x_w)^2 .$$

The quadratic form $x^{\mathsf T}(D+A)x$ is the energy when $x$ is normalised; for any $x\neq0$ the energy expectation value is this form divided by $x^{\mathsf T}x$. Counted once per bond, the form is $\sum(x_v+x_w)^2$, so no state has negative energy. In the code, `h1` is the first expression, `h2` the exchange of ends, which rests on the symmetry of adjacency, and `h3` the addition of the two prefactors.

```lean
/-- Twice the quadratic form of `D + A` at a real vector `x` is the sum of `(x v + x w)²` over all
ordered pairs of neighbouring sites. -/
theorem two_mul_energy (x : V → ℝ) :
    2 * (x ⬝ᵥ flippedHopping G *ᵥ x) =
      ∑ v, ∑ w ∈ G.neighborFinset v, (x v + x w) ^ 2 := by
  have h1 : x ⬝ᵥ flippedHopping G *ᵥ x =
      ∑ v, ∑ w ∈ G.neighborFinset v, x v * (x v + x w) := by
    simp only [dotProduct, flippedHopping_apply, Finset.mul_sum]
  -- exchange the two ends of every bond
  have h2 : ∑ v, ∑ w ∈ G.neighborFinset v, x v * (x v + x w) =
      ∑ v, ∑ w ∈ G.neighborFinset v, x w * (x v + x w) := by
    refine (Finset.sum_comm' (t' := Finset.univ)
      (s' := fun w => G.neighborFinset w) ?_).trans ?_
    · intro v w
      simp only [Finset.mem_univ, true_and, and_true, SimpleGraph.mem_neighborFinset]
      exact G.adj_comm v w
    · refine Finset.sum_congr rfl fun v _ => Finset.sum_congr rfl fun w _ => ?_
      ring
  have h3 : ∑ v, ∑ w ∈ G.neighborFinset v, (x v + x w) ^ 2 =
      ∑ v, ∑ w ∈ G.neighborFinset v, x v * (x v + x w) +
      ∑ v, ∑ w ∈ G.neighborFinset v, x w * (x v + x w) := by
    simp only [← Finset.sum_add_distrib]
    refine Finset.sum_congr rfl fun v _ => Finset.sum_congr rfl fun w _ => ?_
    ring
  linarith
```

## Zero modes change sign across every bond

If $(D+A)x=0$, the left side of the last identity vanishes. The right side is a sum of non-negative terms, so each term vanishes, and

$$x_w=-x_v\qquad\text{for every bond } v\sim w .$$

Conversely, if this holds on every bond, each term of $\sum_{w\sim v}(x_v+x_w)$ is zero and hence $(D+A)x=0$.

The lemma that a vanishing sum of non-negative terms has only vanishing terms is applied twice, first to the sum over sites and then to the sum over neighbours. A zero mode here means any real solution of $(D+A)x=0$, the zero vector included; a zero-energy state requires a nonzero solution.

```lean
/-- A real vector `x` solves `(D + A) x = 0` exactly when its amplitude changes sign, at equal
magnitude, across every bond. -/
theorem zeroMode_iff (x : V → ℝ) :
    flippedHopping G *ᵥ x = 0 ↔ ∀ v w, G.Adj v w → x w = -x v := by
  constructor
  · intro h v w hvw
    have e := two_mul_energy G x
    rw [h, dotProduct_zero, mul_zero] at e
    -- a vanishing sum of squares vanishes bond by bond
    have hv := (Finset.sum_eq_zero_iff_of_nonneg (fun v _ =>
      Finset.sum_nonneg fun w _ => sq_nonneg (x v + x w))).1 e.symm v (Finset.mem_univ v)
    have hw := (Finset.sum_eq_zero_iff_of_nonneg (fun w _ =>
      sq_nonneg (x v + x w))).1 hv w ((G.mem_neighborFinset v w).2 hvw)
    have h0 : x v + x w = 0 := (pow_eq_zero_iff two_ne_zero).1 hw
    linarith
  · intro h
    funext v
    rw [flippedHopping_apply, Pi.zero_apply]
    refine Finset.sum_eq_zero fun w hw => ?_
    rw [h v w ((G.mem_neighborFinset v w).1 hw)]
    ring
```

Squaring removes the sign, so $x_w^2=x_v^2$ across a bond. Following a path bond by bond extends this to any two sites that the path joins. A zero mode that is nonzero at one site is therefore nonzero throughout the connected component of that site.

`G.Reachable v w` says that some walk leads from `v` to `w`. The proof is an induction on that walk: a walk of length zero changes nothing, and each further step contributes one sign, which the square removes.

```lean
/-- A zero mode has the same squared amplitude at any two sites joined by a path. -/
theorem zeroMode_sq_eq {x : V → ℝ} (hx : flippedHopping G *ᵥ x = 0) {v w : V}
    (h : G.Reachable v w) : x w ^ 2 = x v ^ 2 := by
  have hs := (zeroMode_iff G x).1 hx
  obtain ⟨p⟩ := h
  induction p with
  | nil => rfl
  | cons hadj p ih => rw [ih, hs _ _ hadj, neg_sq]
```

For the opposite direction, signs must be read off from colours. Two different labels $p,q\in\{0,1\}$ are 0 and 1 in some order, so

$$(-1)^q=-(-1)^p .$$

```lean
/-- The signs `(-1)^p` and `(-1)^q` attached to two different sublattice labels are
opposite. -/
theorem sign_flip {p q : Fin 2} (h : p ≠ q) :
    (-1 : ℝ) ^ (q : ℕ) = -(-1) ^ (p : ℕ) := by
  have hne : (p : ℕ) ≠ (q : ℕ) := fun e => h (Fin.ext e)
  have hp := p.isLt
  have hq := q.isLt
  have hpq : ((p : ℕ) = 0 ∧ (q : ℕ) = 1) ∨ ((p : ℕ) = 1 ∧ (q : ℕ) = 0) := by omega
  rcases hpq with ⟨a, b⟩ | ⟨a, b⟩ <;> rw [a, b] <;> norm_num
```

## Singular means that some component is bipartite

Suppose $\det(D+A)=0$. Then there is a nonzero $x$ with $(D+A)x=0$, and some site $v$ has $x_v\neq0$. On the component of $v$ no amplitude vanishes. Give a site colour 0 if its amplitude is positive and colour 1 if it is negative. Since the amplitude changes sign across every bond, neighbours receive different colours, and the component is bipartite.

Conversely, suppose a component $c$ has a two-colouring $C$. Define

$$x_w=\begin{cases}(-1)^{C(w)} & w\in c,\\ 0 & w\notin c.\end{cases}$$

This vector is nonzero because a component contains at least one site. No bond leaves a component, so each bond lies either within $c$, where the amplitude changes sign, or outside it, where both amplitudes are zero. In both cases $x_w=-x_v$, so $x$ is a zero mode. Its normalised amplitudes on $c$ are $\pm1/\sqrt{N_c}$, where $N_c$ is the number of sites in $c$.

In Lean, `c.supp` is the set of sites of the component, and `G.induce c.supp` is the graph formed by those sites and the bonds between them. `IsBipartite` means that a colouring with two colours exists. An isolated site is thus a bipartite component, and it does give a zero mode, since its row of $D+A$ is zero. The theorem `Matrix.exists_mulVec_eq_zero_iff` translates between a vanishing determinant and a nonzero null vector in both directions.

```lean
/-- On any finite grid, connected or not, `D + A` is singular if and only if at least one
connected component is bipartite. -/
theorem singular_iff_exists_bipartite_component :
    (flippedHopping G).det = 0 ↔
      ∃ c : G.ConnectedComponent, (G.induce c.supp).IsBipartite := by
  constructor
  · intro h
    obtain ⟨x, hx0, hx⟩ := Matrix.exists_mulVec_eq_zero_iff.2 h
    obtain ⟨v, hv⟩ := Function.ne_iff.1 hx0
    -- colour the component of `v` by the sign of the amplitude
    refine ⟨G.connectedComponentMk v, ⟨SimpleGraph.Coloring.mk
      (fun w => if 0 < x w.1 then (0 : Fin 2) else 1) ?_⟩⟩
    intro a b hab
    have hb : x b.1 = -x a.1 := (zeroMode_iff G x).1 hx a.1 b.1 hab
    have hr : G.Reachable v a.1 := (SimpleGraph.ConnectedComponent.exact a.2).symm
    have ha : x a.1 ≠ 0 := by
      intro h0
      have hsq := zeroMode_sq_eq G hx hr
      rw [h0, zero_pow two_ne_zero] at hsq
      exact hv ((pow_eq_zero_iff two_ne_zero).1 hsq.symm)
    show (if 0 < x a.1 then (0 : Fin 2) else 1) ≠ (if 0 < x b.1 then (0 : Fin 2) else 1)
    rcases lt_or_gt_of_ne ha with hlt | hgt
    · have p : ¬ 0 < x a.1 := by linarith
      have q : 0 < x b.1 := by linarith
      rw [if_neg p, if_pos q]
      decide
    · have q : ¬ 0 < x b.1 := by linarith
      rw [if_pos hgt, if_neg q]
      decide
  · rintro ⟨c, ⟨C⟩⟩
    classical
    -- alternate on the bipartite component, vanish elsewhere
    refine Matrix.exists_mulVec_eq_zero_iff.1 ⟨fun w =>
      if h : w ∈ c.supp then (-1 : ℝ) ^ (C ⟨w, h⟩ : ℕ) else 0, ?_, ?_⟩
    · obtain ⟨v, hv⟩ := Quot.exists_rep c
      have hv' : v ∈ c.supp := hv
      intro h0
      have h1 := congrFun h0 v
      simp only [dif_pos hv', Pi.zero_apply] at h1
      exact pow_ne_zero _ (by norm_num) h1
    · refine (zeroMode_iff G _).2 fun v w hvw => ?_
      have e : G.connectedComponentMk v = G.connectedComponentMk w :=
        SimpleGraph.ConnectedComponent.sound hvw.reachable
      have hiff : v ∈ c.supp ↔ w ∈ c.supp := by
        change G.connectedComponentMk v = c ↔ G.connectedComponentMk w = c
        rw [e]
      by_cases hv : v ∈ c.supp
      · have hw := hiff.1 hv
        simp only [dif_pos hv, dif_pos hw]
        exact sign_flip (C.valid (show (G.induce c.supp).Adj ⟨v, hv⟩ ⟨w, hw⟩ from hvw))
      · have hw : w ∉ c.supp := fun h => hv (hiff.2 h)
        simp only [dif_neg hv, dif_neg hw, neg_zero]
```

## One component: the connected grid

A connected grid has a single component, which contains every site. A two-colouring of that component is a two-colouring of the grid, and the reverse holds as well. The previous equivalence becomes

$$\det(D+A)=0\iff G\text{ is bipartite}.$$

The hypothesis `G.Connected` states that any two sites are joined by a walk and that there is at least one site. It is used in both directions: `hc` shows that the component contains all sites, and `hG.nonempty` supplies a site whose component can be named. For a single site the matrix is the number 0 and the grid is bipartite, in agreement with the statement.

```lean
/-- On a finite connected grid, `D + A` is singular if and only if the grid is
bipartite. -/
theorem singular_iff_bipartite (hG : G.Connected) :
    (flippedHopping G).det = 0 ↔ G.IsBipartite := by
  rw [singular_iff_exists_bipartite_component]
  constructor
  · rintro ⟨c, ⟨C⟩⟩
    obtain ⟨v, hv⟩ := Quot.exists_rep c
    -- the only component contains every site
    have hc : ∀ w, w ∈ c.supp := fun w =>
      (SimpleGraph.ConnectedComponent.sound (hG.preconnected w v)).trans hv
    exact ⟨SimpleGraph.Coloring.mk (fun w => C ⟨w, hc w⟩) (fun {a b} hab =>
      C.valid (show (G.induce c.supp).Adj ⟨a, hc a⟩ ⟨b, hc b⟩ from hab))⟩
  · rintro ⟨C⟩
    obtain ⟨v⟩ := hG.nonempty
    exact ⟨G.connectedComponentMk v, ⟨SimpleGraph.Coloring.mk (fun w => C w.1)
      (fun {a b} hab => C.valid (show G.Adj a.1 b.1 from hab))⟩⟩
```

## The zero mode is the alternating mode

Let the connected grid have a two-colouring $C$ with alternating mode $s$, and let $x$ be a zero mode. Across a bond from $v$ to $w$ both vectors change sign, so their product does not:

$$x_ws_w=(-x_v)(-s_v)=x_vs_v .$$

By connectedness the product has one value $a$ on the whole grid. Since $s_w^2=1$,

$$x_w=x_ws_w\,s_w=a\,s_w ,$$

so $x=a\,s$. Conversely, every multiple of $s$ changes sign across every bond and is a zero mode. The real zero-energy state of a connected bipartite grid is therefore unique up to a factor.

In the code, `hflip` is the sign change of $s$, `key` is the constancy of the product, again by induction on a walk, and `hone` is $s_w^2=1$. The factor $a$ is the product evaluated at an arbitrarily chosen site `v`.

```lean
/-- On a finite connected two-coloured grid the real solutions of `(D + A) x = 0` are exactly the
real multiples of the alternating mode. -/
theorem zeroMode_iff_alternating (hG : G.Connected) (C : G.Coloring (Fin 2)) (x : V → ℝ) :
    flippedHopping G *ᵥ x = 0 ↔ ∃ a : ℝ, x = a • alternatingMode C := by
  have hflip : ∀ v w, G.Adj v w → alternatingMode C w = -alternatingMode C v :=
    fun v w h => sign_flip (C.valid h)
  rw [zeroMode_iff]
  constructor
  · intro hx
    obtain ⟨v⟩ := hG.nonempty
    -- the product with the alternating mode is constant along paths
    have key : ∀ u w, G.Reachable u w →
        x w * alternatingMode C w = x u * alternatingMode C u := by
      rintro u w ⟨p⟩
      induction p with
      | nil => rfl
      | cons hadj p ih => rw [ih, hx _ _ hadj, hflip _ _ hadj, neg_mul_neg]
    refine ⟨x v * alternatingMode C v, funext fun w => ?_⟩
    have hone : alternatingMode C w * alternatingMode C w = 1 := by
      unfold alternatingMode
      rw [← mul_pow]
      norm_num
    rw [Pi.smul_apply, smul_eq_mul, ← key v w (hG.preconnected v w), mul_assoc, hone,
      mul_one]
  · rintro ⟨a, rfl⟩ v w h
    rw [Pi.smul_apply, Pi.smul_apply, hflip v w h, smul_neg]

end AlternatingMode
```

```lean
#print axioms AlternatingMode.singular_iff_bipartite
#print axioms AlternatingMode.zeroMode_iff_alternating
```

```
'AlternatingMode.singular_iff_bipartite' depends on axioms: [propext, Classical.choice, Quot.sound]
'AlternatingMode.zeroMode_iff_alternating' depends on axioms: [propext, Classical.choice, Quot.sound]
```

## From the matrix to a grid in use

For a single particle on a finite connected grid with this site energy and hopping matrix element $+1$ on every bond, the result decides whether the lower bound zero on the energy is attained. If the grid is bipartite and every site has the same number $d\ge1$ of neighbours, then $(D-A)s=2d\,s-(D+A)s=2d\,s$. The alternating mode is then the checkerboard mode at the top of the Laplacian spectrum, which limits the time step in explicit integration of the diffusion equation on such a grid.

Applying the theorem to a particular discretisation or lattice requires checking that its matrix really is $D+A$. The diagonal here counts only neighbours that are present, so a site at an edge has a smaller entry than one in the interior. A finite-difference grid with fixed zero values beyond its edge keeps the full interior entry there, and is a different matrix.
